# Restricted open-shell determinants miss the negative central spin density of the antiferromagnetic three-spin chain

**Q:** Put one down spin on a chain of three sites, with amplitudes $(1,-2,1)/\sqrt6$ for its position. It is in the middle with probability $4/6$, so up minus down there is $2/6-4/6=-1/3$. A restricted determinant with its unpaired electron in the allyl orbital $(1,0,-1)/\sqrt2$ gives $0$ there. Does the formal statement compare these two numbers, or definitions chosen to produce them?

**A:** It starts from the operators. Numbering the sites 0, 1, 2 as in Lean, the Hamiltonian is $H=J(\mathbf S_0\cdot\mathbf S_1+\mathbf S_1\cdot\mathbf S_2)$, an $8\times8$ matrix built from Pauli matrices with $\mathbf S=\boldsymbol\sigma/2$. Positive $J$ stands for antiferromagnetic exchange, which favours opposite neighbouring spins.

```lean
import Mathlib

open Matrix
open scoped Kronecker ComplexConjugate

namespace RadicalSpinPolarization

noncomputable section

/-- The three Pauli matrices; index 0 of a spin is up and index 1 is down. -/
def pauli : Fin 3 → Matrix (Fin 2) (Fin 2) ℂ :=
  ![!![0, 1; 1, 0], !![0, -Complex.I; Complex.I, 0], !![1, 0; 0, -1]]

/-- The Hamiltonian `J (S0·S1 + S1·S2)` of three spins one-half, with `S = σ/2`. -/
def hamiltonian (J : ℝ) : Matrix (Fin 2 × Fin 2 × Fin 2) (Fin 2 × Fin 2 × Fin 2) ℂ :=
  ((J : ℂ) / 4) • ∑ a : Fin 3,
    (pauli a ⊗ₖ (pauli a ⊗ₖ (1 : Matrix (Fin 2) (Fin 2) ℂ)) +
      (1 : Matrix (Fin 2) (Fin 2) ℂ) ⊗ₖ (pauli a ⊗ₖ pauli a))

/-- The Pauli matrix `σz` acting on one of the three sites. -/
def siteZ : Fin 3 → Matrix (Fin 2 × Fin 2 × Fin 2) (Fin 2 × Fin 2 × Fin 2) ℂ :=
  ![pauli 2 ⊗ₖ ((1 : Matrix (Fin 2) (Fin 2) ℂ) ⊗ₖ (1 : Matrix (Fin 2) (Fin 2) ℂ)),
    (1 : Matrix (Fin 2) (Fin 2) ℂ) ⊗ₖ (pauli 2 ⊗ₖ (1 : Matrix (Fin 2) (Fin 2) ℂ)),
    (1 : Matrix (Fin 2) (Fin 2) ℂ) ⊗ₖ ((1 : Matrix (Fin 2) (Fin 2) ℂ) ⊗ₖ pauli 2)]
```

**Q:** And what counts as the ground state?

**A:** `oneDown c` puts the down spin on site $j$ with amplitude $c_j$. `IsGroundState` means normalised and of lowest energy among normalised states of this form. Uniqueness therefore refers to this sector; flipping all spins gives a partner of equal energy outside it. The density is the expectation of $\sigma_z$, without a factor $1/2$.

```lean
/-- The state with one down spin, which sits on site `j` with amplitude `c j`. -/
def oneDown (c : Fin 3 → ℂ) : Fin 2 × Fin 2 × Fin 2 → ℂ := fun s =>
  if s = (1, 0, 0) then c 0 else if s = (0, 1, 0) then c 1 else
    if s = (0, 0, 1) then c 2 else 0

/-- The energy expectation `⟨ψ|H|ψ⟩`. -/
def energy (J : ℝ) (ψ : Fin 2 × Fin 2 × Fin 2 → ℂ) : ℝ :=
  (star ψ ⬝ᵥ (hamiltonian J *ᵥ ψ)).re

/-- The up-minus-down density `⟨ψ|σz|ψ⟩` at site `i`. -/
def spinDensity (ψ : Fin 2 × Fin 2 × Fin 2 → ℂ) (i : Fin 3) : ℝ :=
  (star ψ ⬝ᵥ (siteZ i *ᵥ ψ)).re

/-- A normalised state of lowest energy among the normalised states with one down spin. -/
def IsGroundState (J : ℝ) (c : Fin 3 → ℂ) : Prop :=
  ∑ j, ‖c j‖ ^ 2 = 1 ∧
    ∀ d : Fin 3 → ℂ, ∑ j, ‖d j‖ ^ 2 = 1 → energy J (oneDown c) ≤ energy J (oneDown d)
```

**Q:** Show me that $H$ stays in the sector.

**A:** With $P_{ij}$ exchanging two spins, $\mathbf S_i\cdot\mathbf S_j=P_{ij}/2-1/4$, so $H=\frac J2(P_{01}+P_{12}-1)$. On the amplitudes,

$$(c_0,c_1,c_2)\mapsto\tfrac J2\,(c_1,\;c_0-c_1+c_2,\;c_1).$$

Lean compares all eight components of the two vectors, separated by `fin_cases`; the five outside the sector are zero.

```lean
/-- The Hamiltonian maps states with one down spin to states with one down spin. -/
theorem hamiltonian_oneDown (J : ℝ) (c : Fin 3 → ℂ) :
    hamiltonian J *ᵥ oneDown c =
      oneDown ![(J : ℂ) / 2 * c 1, (J : ℂ) / 2 * (c 0 - c 1 + c 2), (J : ℂ) / 2 * c 1] := by
  ext ⟨a, b, d⟩
  fin_cases a <;> fin_cases b <;> fin_cases d <;>
    simp [-mul_eq_mul_right_iff, -mul_eq_mul_left_iff, hamiltonian, pauli, oneDown,
      Matrix.mulVec, dotProduct, Fintype.sum_prod_type,
      Fin.sum_univ_succ, Matrix.one_apply] <;> ring
```

**Q:** How do you find the minimum without diagonalising?

**A:** The energy is $E=\frac J2\left[2\,\mathrm{Re}(\bar c_0c_1+\bar c_1c_2)-|c_1|^2\right]$. Adding $J\sum_j|c_j|^2$ gives

$$\tfrac J2\left[2|c_0|^2+|c_1|^2+2|c_2|^2+2\,\mathrm{Re}(\bar c_0c_1+\bar c_1c_2)\right]
=\tfrac J2\left[|c_0-c_2|^2+|c_0+c_1+c_2|^2\right].$$

```lean
/-- With one down spin, the energy plus `J` times the squared norm is `J/2` times a sum of two
squares. -/
theorem energy_add (J : ℝ) (c : Fin 3 → ℂ) :
    energy J (oneDown c) + J * ∑ j, ‖c j‖ ^ 2 =
      J / 2 * (‖c 0 - c 2‖ ^ 2 + ‖c 0 + c 1 + c 2‖ ^ 2) := by
  rw [energy, hamiltonian_oneDown]
  simp [oneDown, dotProduct, Fintype.sum_prod_type, Fin.sum_univ_succ, Complex.sq_norm,
    Complex.normSq_apply]
  ring
```

For $J>0$ and normalised states, $E\ge-J$. Equality requires $c_2=c_0$ and $c_1=-2c_0$, so $c=z(1,-2,1)$ with $6|z|^2=1$. Lean's forward direction compares a minimiser with such a trial state, which forces both squares to vanish; the converse uses their nonnegativity.

```lean
/-- For `J > 0` the ground state with one down spin is `(1, -2, 1)/√6`, unique up to a phase. -/
theorem isGroundState_iff {J : ℝ} (hJ : 0 < J) (c : Fin 3 → ℂ) :
    IsGroundState J c ↔ ∃ z : ℂ, 6 * ‖z‖ ^ 2 = 1 ∧ c = ![z, -2 * z, z] := by
  have hN (z : ℂ) : ∑ j, ‖(![z, -2 * z, z] : Fin 3 → ℂ) j‖ ^ 2 = 6 * ‖z‖ ^ 2 := by
    simp [Fin.sum_univ_three, mul_pow]
    ring
  have hE (z : ℂ) (hz : 6 * ‖z‖ ^ 2 = 1) : energy J (oneDown ![z, -2 * z, z]) = -J := by
    have h := energy_add J ![z, -2 * z, z]
    have h1 : z + -2 * z + z = 0 := by ring
    rw [hN, hz] at h
    change _ = J / 2 * (‖z - z‖ ^ 2 + ‖z + -2 * z + z‖ ^ 2) at h
    rw [h1, sub_self, norm_zero] at h
    linarith
  constructor
  · rintro ⟨hn, hmin⟩
    obtain ⟨t, ht⟩ : ∃ t : ℂ, ‖t‖ ^ 2 = 1 / 6 :=
      ⟨((√(1 / 6) : ℝ) : ℂ), by
        rw [Complex.norm_real, Real.norm_eq_abs, sq_abs, Real.sq_sqrt (by norm_num)]⟩
    have ht' : 6 * ‖t‖ ^ 2 = 1 := by rw [ht]; norm_num
    -- comparison with the trial state forces both squares to vanish
    have hle := hmin _ ((hN t).trans ht')
    rw [hE t ht'] at hle
    have h := energy_add J c
    rw [hn] at h
    have hs : ‖c 0 - c 2‖ ^ 2 + ‖c 0 + c 1 + c 2‖ ^ 2 ≤ 0 := by
      by_contra hcon
      have := mul_pos (half_pos hJ) (not_le.mp hcon)
      linarith
    have h1 : c 0 - c 2 = 0 := by
      rw [← norm_eq_zero, ← sq_eq_zero_iff]
      linarith [sq_nonneg ‖c 0 - c 2‖, sq_nonneg ‖c 0 + c 1 + c 2‖]
    have h2 : c 0 + c 1 + c 2 = 0 := by
      rw [← norm_eq_zero, ← sq_eq_zero_iff]
      linarith [sq_nonneg ‖c 0 - c 2‖, sq_nonneg ‖c 0 + c 1 + c 2‖]
    have hc : c = ![c 0, -2 * c 0, c 0] := by
      ext j
      fin_cases j
      · rfl
      · change c 1 = -2 * c 0
        linear_combination h2 + h1
      · change c 2 = c 0
        linear_combination -h1
    refine ⟨c 0, ?_, hc⟩
    rw [← hN, ← hc, hn]
  · rintro ⟨z, hz, rfl⟩
    refine ⟨(hN z).trans hz, fun d hd => ?_⟩
    have h := energy_add J d
    rw [hd] at h
    have : 0 ≤ J / 2 * (‖d 0 - d 2‖ ^ 2 + ‖d 0 + d 1 + d 2‖ ^ 2) := by positivity
    rw [hE z hz]
    linarith
```

The density at site $i$ is $1-2|c_i|^2$. With $|z|^2=1/6$ this gives $2/3,-1/3,2/3$.

```lean
/-- For `J > 0` the ground state with one down spin has spin densities 2/3, -1/3, 2/3. -/
theorem groundState_spinDensity {J : ℝ} (hJ : 0 < J) {c : Fin 3 → ℂ}
    (hc : IsGroundState J c) : spinDensity (oneDown c) = ![2 / 3, -1 / 3, 2 / 3] := by
  obtain ⟨z, hz, rfl⟩ := (isGroundState_iff hJ c).mp hc
  rw [Complex.sq_norm, Complex.normSq_apply] at hz
  ext i
  fin_cases i <;>
    simp [spinDensity, siteZ, pauli, oneDown, Matrix.mulVec, dotProduct,
      Fintype.sum_prod_type, Fin.sum_univ_succ, Matrix.one_apply]
  · linarith
  · linarith
  · linarith
```

**Q:** For the determinant, did you simply postulate that orbital densities add?

**A:** No. `slater` is the antisymmetric wavefunction of $N$ electrons with its factor $1/\sqrt{N!}$, and `oneBody` sums $\sum_m w(x_m)|\Psi(x)|^2$ over all configurations, where $w$ is a real function of one electron's site and spin.

```lean
variable {ι X κ Λ : Type*} [Fintype ι] [DecidableEq ι] [Fintype X]
  [Fintype κ] [DecidableEq κ] [Fintype Λ] [DecidableEq Λ]

/-- Orthonormality of a family of orbitals on a finite set of points. -/
def OrthonormalOrbitals (ψ : ι → X → ℂ) : Prop :=
  ∀ k l, ∑ y, conj (ψ k y) * ψ l y = if k = l then 1 else 0

/-- The Slater determinant of the spin orbitals `ψ`, with the factor `1/√N!`. -/
def slater (ψ : ι → X → ℂ) (x : ι → X) : ℂ :=
  ((√((Fintype.card ι).factorial : ℝ) : ℝ) : ℂ)⁻¹ * (Matrix.of fun k m => ψ k (x m)).det

/-- The expectation of `∑ₘ w(xₘ)`, summed over the electrons, in the wavefunction `Ψ`. -/
def oneBody (w : X → ℝ) (Ψ : (ι → X) → ℂ) : ℝ := ∑ x, (∑ m, w (x m)) * ‖Ψ x‖ ^ 2
```

Weighting electron $l$ and expanding both determinants over permutations $p,q$ gives

$$\sum_{p,q}\mathrm{sgn}(p)\,\mathrm{sgn}(q)\sum_x w(x_l)\prod_m\overline{\psi_{p(m)}(x_m)}\,\psi_{q(m)}(x_m).$$

Different permutations disagree in at least two places, hence at some $m\ne l$, where orthogonality gives zero. For $p=q$ the signs cancel and $\sum_y w(y)|\psi_{p(l)}(y)|^2$ remains. In the proof, `fac` factorises the configuration sum and `Finset.sum_eq_single` keeps $q=p$.

```lean
/-- For orthonormal orbitals, weighting one electron's coordinate in the squared determinant
leaves only equal pairs of permutations. -/
theorem sum_det_sq {ψ : ι → X → ℂ} (h : OrthonormalOrbitals ψ) (w : X → ℂ) (l : ι) :
    ∑ x : ι → X, w (x l) * (conj (Matrix.of fun k m => ψ k (x m)).det *
      (Matrix.of fun k m => ψ k (x m)).det) =
    ∑ p : Equiv.Perm ι, ∑ y, w y * (conj (ψ (p l) y) * ψ (p l) y) := by
  have expand (x : ι → X) : w (x l) * (conj (Matrix.of fun k m => ψ k (x m)).det *
      (Matrix.of fun k m => ψ k (x m)).det) =
      ∑ p : Equiv.Perm ι, ∑ q : Equiv.Perm ι,
        (((Equiv.Perm.sign p : ℤ) : ℂ) * ((Equiv.Perm.sign q : ℤ) : ℂ)) *
        ∏ m, ((if m = l then w (x m) else 1) * (conj (ψ (p m) (x m)) * ψ (q m) (x m))) := by
    simp only [Matrix.det_apply', Matrix.of_apply, map_sum, map_mul, map_prod, map_intCast,
      Finset.prod_mul_distrib, Finset.prod_ite_eq', Finset.mem_univ, if_true]
    rw [Finset.sum_mul_sum, Finset.mul_sum]
    refine Finset.sum_congr rfl fun p _ => ?_
    rw [Finset.mul_sum]
    exact Finset.sum_congr rfl fun q _ => by ring
  have fac (F : ι → X → ℂ) : ∑ x : ι → X, ∏ m, F m (x m) = ∏ m, ∑ y, F m y := by
    rw [Finset.prod_univ_sum, Fintype.piFinset_univ]
  rw [Finset.sum_congr rfl fun x _ => expand x, Finset.sum_comm]
  refine Finset.sum_congr rfl fun p _ => ?_
  rw [Finset.sum_comm, Finset.sum_eq_single p]
  · have hs : ((Equiv.Perm.sign p : ℤ) : ℂ) * ((Equiv.Perm.sign p : ℤ) : ℂ) = 1 := by
      rw [← Int.cast_mul, ← Units.val_mul, Int.units_mul_self]
      simp
    rw [← Finset.mul_sum, hs, one_mul, fac fun m y =>
      (if m = l then w y else 1) * (conj (ψ (p m) y) * ψ (p m) y), Finset.prod_eq_single l]
    · simp
    · intro m _ hm
      simp only [if_neg hm, one_mul]
      rw [h, if_pos rfl]
    · simp
  · intro q _ hq
    -- two different permutations differ at some electron other than `l`
    obtain ⟨m, hm, hpq⟩ : ∃ m, m ≠ l ∧ p m ≠ q m := by
      by_contra hcon
      have hag : ∀ m, m ≠ l → p m = q m := fun m hm => by
        by_contra hne
        exact hcon ⟨m, hm, hne⟩
      apply hq
      ext m
      by_cases hm : m = l
      · subst hm
        by_cases hk : p.symm (q m) = m
        · exact (p.symm_apply_eq.mp hk)
        · have h1 := hag _ hk
          rw [Equiv.apply_symm_apply] at h1
          exact absurd (q.injective h1).symm hk
      · exact (hag m hm).symm
    rw [← Finset.mul_sum, fac fun m y =>
      (if m = l then w y else 1) * (conj (ψ (p m) y) * ψ (q m) y),
      Finset.prod_eq_zero (Finset.mem_univ m), mul_zero]
    simp only [if_neg hm, one_mul]
    rw [h, if_neg hpq]
  · simp
```

Summing over $l$ gives every orbital once for each $p$. The $N!$ permutations cancel the normalisation, leaving $\sum_k\sum_y w(y)|\psi_k(y)|^2$.

```lean
/-- In a Slater determinant of orthonormal spin orbitals, the expectation of a one-electron
function of position and spin is the sum of its orbital expectations. -/
theorem oneBody_slater {ψ : ι → X → ℂ} (h : OrthonormalOrbitals ψ) (w : X → ℝ) :
    oneBody w (slater ψ) = ∑ k, ∑ y, w y * ‖ψ k y‖ ^ 2 := by
  have hn (x : ι → X) : ‖slater ψ x‖ ^ 2 = ((Fintype.card ι).factorial : ℝ)⁻¹ *
      ‖(Matrix.of fun k m => ψ k (x m)).det‖ ^ 2 := by
    rw [slater, norm_mul, mul_pow, norm_inv, Complex.norm_real, inv_pow, Real.norm_eq_abs,
      sq_abs, Real.sq_sqrt (by positivity)]
  have key (l : ι) : ∑ x : ι → X, w (x l) * ‖(Matrix.of fun k m => ψ k (x m)).det‖ ^ 2 =
      ∑ p : Equiv.Perm ι, ∑ y, w y * ‖ψ (p l) y‖ ^ 2 := by
    have h1 := sum_det_sq h (fun y => (w y : ℂ)) l
    simp only [Complex.conj_mul'] at h1
    exact_mod_cast h1
  have h0 : ((Fintype.card ι).factorial : ℝ) ≠ 0 := by positivity
  calc oneBody w (slater ψ) = ((Fintype.card ι).factorial : ℝ)⁻¹ *
        ∑ l, ∑ x : ι → X, w (x l) * ‖(Matrix.of fun k m => ψ k (x m)).det‖ ^ 2 := by
        rw [Finset.sum_comm, Finset.mul_sum, oneBody]
        refine Finset.sum_congr rfl fun x _ => ?_
        rw [hn, ← Finset.sum_mul]
        ring
    _ = ((Fintype.card ι).factorial : ℝ)⁻¹ *
        ∑ p : Equiv.Perm ι, ∑ l, ∑ y, w y * ‖ψ (p l) y‖ ^ 2 := by
        rw [Finset.sum_congr rfl fun l _ => key l, Finset.sum_comm]
    _ = ∑ k, ∑ y, w y * ‖ψ k y‖ ^ 2 := by
        rw [Finset.sum_congr rfl fun p _ =>
          Equiv.sum_comp p fun k => ∑ y, w y * ‖ψ k y‖ ^ 2, Finset.sum_const,
          Finset.card_univ, Fintype.card_perm, nsmul_eq_mul, inv_mul_cancel_left₀ h0]
```

**Q:** Where does "restricted" enter?

**A:** Each `φ (some k)` is used for both an up and a down electron, while `φ none` holds one up electron. At site $i$ a closed shell contributes $|\varphi_k(i)|^2-|\varphi_k(i)|^2=0$. Only $|\varphi_{\text{none}}(i)|^2\ge0$ is left.

```lean
/-- Restricted open-shell spin orbitals: each `φ (some k)` holds an up and a down electron,
and `φ none` holds one up electron. -/
def restricted (φ : Option κ → Λ → ℂ) : Option κ ⊕ κ → Λ × Fin 2 → ℂ
  | Sum.inl k, y => if y.2 = 0 then φ k y.1 else 0
  | Sum.inr k, y => if y.2 = 1 then φ (some k) y.1 else 0

/-- The one-electron function that counts +1 for spin up and -1 for spin down at site `i`. -/
def spinAt (i : Λ) (y : Λ × Fin 2) : ℝ :=
  if y.1 = i then (if y.2 = 0 then 1 else -1) else 0

/-- The spin density of a restricted open-shell determinant with orthonormal orbitals and one
unpaired up electron is the squared modulus of the open orbital. -/
theorem restricted_spinDensity {φ : Option κ → Λ → ℂ} (h : OrthonormalOrbitals φ) (i : Λ) :
    oneBody (spinAt i) (slater (restricted φ)) = ‖φ none i‖ ^ 2 := by
  have h' : ∀ k l, ∑ y, conj (φ k y) * φ l y = if k = l then 1 else 0 := h
  have ho : OrthonormalOrbitals (restricted φ) := by
    rintro (k | k) (l | l) <;>
      simp [restricted, Fintype.sum_prod_type, h']
  -- the closed shells cancel between up and down
  rw [oneBody_slater ho]
  simp [restricted, spinAt, Fintype.sum_sum_type, Fintype.sum_option, Fintype.sum_prod_type,
    Fin.sum_univ_two]
```

**Q:** So the central densities differ by at least $1/3$?

**A:** Yes: $-1/3+1/3=0\le|\varphi_{\text{none}}(1)|^2$. The orbitals are arbitrary apart from orthonormality; they need not be optimised.

```lean
/-- For `J > 0`, every restricted open-shell determinant on three sites with orthonormal orbitals
and one unpaired up electron has a central spin density above that of the ground state with one down
spin by at least 1/3. -/
theorem restricted_misses_groundState {J : ℝ} (hJ : 0 < J) {c : Fin 3 → ℂ}
    (hc : IsGroundState J c) {φ : Option κ → Fin 3 → ℂ} (h : OrthonormalOrbitals φ) :
    spinDensity (oneDown c) 1 + 1 / 3 ≤ oneBody (spinAt 1) (slater (restricted φ)) := by
  have h1 : spinDensity (oneDown c) 1 = -1 / 3 := by
    rw [groundState_spinDensity hJ hc]
    rfl
  rw [restricted_spinDensity h, h1]
  linarith [sq_nonneg ‖φ none 1‖]
```

The allyl orbitals attain the bound, since the open one has a node at the centre. Lean checks their orthonormality and the zero density.

```lean
/-- The allyl orbitals: bonding `(1, √2, 1)/2`, doubly occupied, and nonbonding
`(1, 0, -1)/√2`, singly occupied. -/
def allyl : Option Unit → Fin 3 → ℂ
  | none => ![(√2 : ℝ) / 2, 0, -((√2 : ℝ) / 2)]
  | some _ => ![1 / 2, (√2 : ℝ) / 2, 1 / 2]

/-- The allyl orbitals are orthonormal, and their restricted determinant has zero spin density
at the central site. -/
theorem allyl_witness : OrthonormalOrbitals allyl ∧
    oneBody (spinAt 1) (slater (restricted allyl)) = 0 := by
  have h2 : ((√2 : ℝ) : ℂ) * ((√2 : ℝ) : ℂ) = 2 := by
    rw [← Complex.ofReal_mul, Real.mul_self_sqrt (by norm_num)]
    norm_num
  have hconj : conj (2 : ℂ) = 2 := by
    apply Complex.ext <;> simp
  have ho : OrthonormalOrbitals allyl := by
    rintro (_ | _) (_ | _)
    · simp [allyl, Fin.sum_univ_three, hconj]
      linear_combination (1 / 2) * h2
    · simp [allyl, Fin.sum_univ_three]
    · simp [allyl, Fin.sum_univ_three]
    · simp [allyl, Fin.sum_univ_three, hconj]
      linear_combination (1 / 4) * h2
  refine ⟨ho, ?_⟩
  rw [restricted_spinDensity ho]
  simp [allyl]

end

end RadicalSpinPolarization
```

```lean
#print axioms RadicalSpinPolarization.restricted_spinDensity
-- 'RadicalSpinPolarization.restricted_spinDensity' depends on axioms: [propext, Classical.choice, Quot.sound]
#print axioms RadicalSpinPolarization.restricted_misses_groundState
-- 'RadicalSpinPolarization.restricted_misses_groundState' depends on axioms: [propext, Classical.choice, Quot.sound]
```

**Q:** You are still comparing a spin model with electrons that can doubly occupy a site.

**A:** Yes. The spin model assumes one localised electron per site and a given $J$; neither is derived from an electronic Hamiltonian. The comparison concerns site densities, not energies or a real allyl radical. Nor does the result cover all single determinants: if up and down electrons may have different orbitals, two up electrons on sites 0 and 2 and a down electron on site 1 give a central density of $-1$.
